# The algebra of Van Vleck composition for quadratic actions with an invertible junction matrix

A particle travels from x to z in two stages and passes through y at the intermediate time. In semiclassical propagation, each stage carries a phase set by its action and a prefactor set by the determinant of the action's mixed second derivatives. Joining the stages by stationary phase requires the stationary y, the action of the joined path and its mixed determinant. For quadratic actions in finitely many real coordinates, all three follow from linear algebra.

In Lean 4 with Mathlib:

```lean
import Mathlib

open Matrix

namespace VanVleckComposition

noncomputable section
```

Write the two actions as

S(x,y) = ½⟨x,Ax⟩ + ⟨x,By⟩ + ½⟨y,Cy⟩

T(y,z) = ½⟨y,Dy⟩ + ⟨y,Ez⟩ + ½⟨z,Fz⟩.

The fields `left`, `mixed` and `right` hold A, B, C for S and D, E, F for T. The index type `n` labels the coordinates; N is their number.

```lean
/-- A quadratic two-point action, given by its matrices at the left endpoint, between the
endpoints, and at the right endpoint. -/
structure QuadAction (n : Type*) where
  left : Matrix n n ℝ
  mixed : Matrix n n ℝ
  right : Matrix n n ℝ
```

`eval` turns the three matrices into the value of the action, with `⬝ᵥ` as the scalar product and `*ᵥ` as matrix times vector.

```lean
variable {n : Type*} [Fintype n]

/-- The value `⟨x, A x⟩/2 + ⟨x, B y⟩ + ⟨y, C y⟩/2` of the action between `x` and `y`. -/
def QuadAction.eval (S : QuadAction n) (x y : n → ℝ) : ℝ :=
  x ⬝ᵥ S.left *ᵥ x / 2 + x ⬝ᵥ S.mixed *ᵥ y + y ⬝ᵥ S.right *ᵥ y / 2
```

The joined path has action W(y) = S(x,y) + T(y,z), with x and z held fixed.

```lean
/-- The action of the path from `x` through `y` to `z`. -/
def pathAction (S T : QuadAction n) (x y z : n → ℝ) : ℝ := S.eval x y + T.eval y z
```

Its quadratic part in y has the matrix K = C + D.

```lean
/-- The sum of the two matrices that act at the intermediate point. -/
def junction (S T : QuadAction n) : Matrix n n ℝ := S.right + T.left
```

Its linear part is ⟨y,b⟩, with b = Bᵀx + Ez.

```lean
/-- The linear term in the intermediate point produced by the endpoints `x` and `z`. -/
def source (S T : QuadAction n) (x z : n → ℝ) : n → ℝ := S.mixedᵀ *ᵥ x + T.mixed *ᵥ z
```

Stationarity means that the derivative of W at y vanishes along every direction v.

```lean
/-- The path action is stationary at `y`: its derivative in every direction vanishes. -/
def IsStationary (S T : QuadAction n) (x z y : n → ℝ) : Prop :=
  ∀ v : n → ℝ, HasDerivAt (fun t : ℝ => pathAction S T x (y + t • v) z) 0 0
```

## Stationarity as a linear equation

Two tools are needed. The first is ⟨u,Mv⟩ = ⟨v,Mᵀu⟩.

```lean
/-- A matrix moves across the scalar product as its transpose. -/
lemma dot_swap (M : Matrix n n ℝ) (u v : n → ℝ) : u ⬝ᵥ M *ᵥ v = v ⬝ᵥ Mᵀ *ᵥ u := by
  rw [Matrix.dotProduct_mulVec, dotProduct_comm (u ᵥ* M) v, Matrix.mulVec_transpose]
```

The second is that c + ta + t²b, here with scalar coefficients, has derivative a at t = 0.

```lean
/-- A quadratic polynomial has its linear coefficient as derivative at the origin. -/
lemma hasDerivAt_quad (c a b : ℝ) :
    HasDerivAt (fun t : ℝ => c + t * a + t ^ 2 * b) a 0 := by
  have h := (((hasDerivAt_id' (0 : ℝ)).mul_const a).const_add c).fun_add
    ((hasDerivAt_pow 2 (0 : ℝ)).mul_const b)
  exact h.congr_deriv (by simp)
```

Moving B across the scalar product collects the terms in y:

W(y) = ½⟨x,Ax⟩ + ½⟨z,Fz⟩ + ⟨y,b⟩ + ½⟨y,Ky⟩.

```lean
/-- The path action written as a quadratic function of the intermediate point. -/
lemma pathAction_eq (S T : QuadAction n) (x y z : n → ℝ) :
    pathAction S T x y z = x ⬝ᵥ S.left *ᵥ x / 2 + z ⬝ᵥ T.right *ᵥ z / 2
      + y ⬝ᵥ source S T x z + y ⬝ᵥ junction S T *ᵥ y / 2 := by
  simp only [pathAction, QuadAction.eval, source, junction, Matrix.add_mulVec, dotProduct_add]
  rw [dot_swap S.mixed x y]
  ring
```

Now displace y by tv. If C and D are symmetric, so is K, and the cross terms ½t⟨y,Kv⟩ and ½t⟨v,Ky⟩ are equal. Hence

W(y + tv) = W(y) + t⟨v,Ky + b⟩ + ½t²⟨v,Kv⟩.

```lean
/-- The exact expansion of the path action when the intermediate point is displaced. -/
lemma pathAction_add {S T : QuadAction n} (hC : S.right.IsSymm) (hD : T.left.IsSymm)
    (x y z v : n → ℝ) (t : ℝ) :
    pathAction S T x (y + t • v) z = pathAction S T x y z
      + t * (v ⬝ᵥ (junction S T *ᵥ y + source S T x z))
      + t ^ 2 * (v ⬝ᵥ junction S T *ᵥ v / 2) := by
  have hK : (junction S T)ᵀ = junction S T := by
    rw [junction, Matrix.transpose_add, hC.eq, hD.eq]
  have h := dot_swap (junction S T) y v
  rw [hK] at h
  rw [pathAction_eq, pathAction_eq]
  simp only [Matrix.mulVec_add, Matrix.mulVec_smul, add_dotProduct, dotProduct_add,
    smul_dotProduct, dotProduct_smul, smul_eq_mul]
  linear_combination t / 2 * h
```

The derivative along v is ⟨v,Ky + b⟩. If it vanishes for every v, take v = Ky + b: its squared length is zero, so Ky + b = 0. The converse is immediate.

```lean
/-- Stationarity of the path action is a linear equation for the intermediate point. -/
theorem isStationary_iff {S T : QuadAction n} (hC : S.right.IsSymm) (hD : T.left.IsSymm)
    (x z y : n → ℝ) :
    IsStationary S T x z y ↔ junction S T *ᵥ y + source S T x z = 0 := by
  unfold IsStationary
  simp only [pathAction_add hC hD]
  constructor
  · intro h
    -- test the derivative in the direction of the gradient itself
    have h0 := (h (junction S T *ᵥ y + source S T x z)).unique (hasDerivAt_quad _ _ _)
    exact dotProduct_self_eq_zero.1 h0.symm
  · intro h v
    rw [h, dotProduct_zero]
    exact hasDerivAt_quad _ _ _
```

## The mixed derivative and the composed action

In S(x + su, z + tw), with z now the second argument of S, the coefficient of t is

⟨x,Bw⟩ + ½(⟨z,Cw⟩ + ⟨w,Cz⟩) + s⟨u,Bw⟩.

Differentiating in t and then in s gives ⟨u,Bw⟩. Basis vectors u and w pick out the entries of B, so the field `mixed` really is the matrix of mixed second derivatives.

```lean
/-- The mixed second derivative of a quadratic action is given by its mixed matrix. -/
theorem mixed_deriv (S : QuadAction n) (x z u w : n → ℝ) :
    HasDerivAt (fun s : ℝ => deriv (fun t : ℝ => S.eval (x + s • u) (z + t • w)) 0)
      (u ⬝ᵥ S.mixed *ᵥ w) 0 := by
  have h1 : ∀ s : ℝ, deriv (fun t : ℝ => S.eval (x + s • u) (z + t • w)) 0
      = (x ⬝ᵥ S.mixed *ᵥ w + (z ⬝ᵥ S.right *ᵥ w + w ⬝ᵥ S.right *ᵥ z) / 2)
        + s * (u ⬝ᵥ S.mixed *ᵥ w) + s ^ 2 * 0 := by
    intro s
    have e : (fun t : ℝ => S.eval (x + s • u) (z + t • w)) = fun t : ℝ =>
        S.eval (x + s • u) z
        + t * ((x ⬝ᵥ S.mixed *ᵥ w + (z ⬝ᵥ S.right *ᵥ w + w ⬝ᵥ S.right *ᵥ z) / 2)
          + s * (u ⬝ᵥ S.mixed *ᵥ w) + s ^ 2 * 0)
        + t ^ 2 * (w ⬝ᵥ S.right *ᵥ w / 2) := by
      funext t
      simp only [QuadAction.eval, Matrix.mulVec_add, Matrix.mulVec_smul, add_dotProduct,
        dotProduct_add, smul_dotProduct, dotProduct_smul, smul_eq_mul]
      ring
    rw [e]
    exact (hasDerivAt_quad _ _ _).deriv
  simp only [h1]
  exact hasDerivAt_quad _ _ _
```

For symmetric C and D and invertible K, the stationary point is y = −K⁻¹b. Since Ky = −b, the terms in y reduce to ½⟨y,b⟩ = −½⟨b,K⁻¹b⟩. Inserting b and using the symmetry of K⁻¹ gives

−½⟨x,BK⁻¹Bᵀx⟩ − ⟨x,BK⁻¹Ez⟩ − ½⟨z,EᵀK⁻¹Ez⟩.

Together with the endpoint terms, this is a quadratic action with blocks A − BK⁻¹Bᵀ, −BK⁻¹E and F − EᵀK⁻¹E.

```lean
variable [DecidableEq n]

/-- The composed action when the junction matrix is invertible. For a singular junction matrix
Mathlib's inverse is zero and the formula loses this meaning. -/
def QuadAction.comp (S T : QuadAction n) : QuadAction n where
  left := S.left - S.mixed * (junction S T)⁻¹ * S.mixedᵀ
  mixed := -(S.mixed * (junction S T)⁻¹ * T.mixed)
  right := T.right - T.mixedᵀ * (junction S T)⁻¹ * T.mixed
```

Invertibility is also necessary for uniqueness. If det K = 0, some v ≠ 0 has Kv = 0, and any stationary y has a second one, y + v, beside it. If det K ≠ 0, multiplying Ky = −b by K⁻¹ leaves one solution.

```lean
/-- For symmetric `S.right` and `T.left` and given endpoints, the stationary intermediate point
exists and is unique exactly when the junction matrix has non-zero determinant. -/
theorem existsUnique_stationary_iff {S T : QuadAction n} (hC : S.right.IsSymm)
    (hD : T.left.IsSymm) (x z : n → ℝ) :
    (∃! y, IsStationary S T x z y) ↔ (junction S T).det ≠ 0 := by
  simp only [isStationary_iff hC hD]
  constructor
  · rintro ⟨y, hy, huniq⟩ hdet
    -- a null vector of the junction matrix would give a second stationary point
    obtain ⟨v, hv, hKv⟩ := Matrix.exists_mulVec_eq_zero_iff.2 hdet
    have h2 := huniq (y + v) (by
      simp only [Matrix.mulVec_add, hKv, add_zero]
      exact hy)
    exact hv (add_eq_left.1 h2)
  · intro hK
    have hu : IsUnit (junction S T).det := isUnit_iff_ne_zero.2 hK
    refine ⟨-((junction S T)⁻¹ *ᵥ source S T x z), ?_, ?_⟩
    · simp only [Matrix.mulVec_neg, Matrix.mulVec_mulVec, Matrix.mul_nonsing_inv _ hu,
        Matrix.one_mulVec, neg_add_cancel]
    · intro y hy
      rw [← Matrix.mulVec_neg, ← eq_neg_of_add_eq_zero_left hy, Matrix.mulVec_mulVec,
        Matrix.nonsing_inv_mul _ hu, Matrix.one_mulVec]
```

The substitution is checked next. `h1`, `h2` and `h3` move B and Eᵀ across scalar products, and `h4` merges the two x–z terms through the symmetry of K⁻¹.

```lean
/-- For symmetric `S.right` and `T.left` and an invertible junction matrix, the path action at a
stationary intermediate point equals the composed action. -/
theorem stationary_value {S T : QuadAction n} (hC : S.right.IsSymm) (hD : T.left.IsSymm)
    (hK : (junction S T).det ≠ 0) {x y z : n → ℝ} (h : IsStationary S T x z y) :
    pathAction S T x y z = (S.comp T).eval x z := by
  have hu : IsUnit (junction S T).det := isUnit_iff_ne_zero.2 hK
  have hKy := eq_neg_of_add_eq_zero_left ((isStationary_iff hC hD x z y).1 h)
  have hy : y = -((junction S T)⁻¹ *ᵥ source S T x z) := by
    rw [← Matrix.mulVec_neg, ← hKy, Matrix.mulVec_mulVec,
      Matrix.nonsing_inv_mul _ hu, Matrix.one_mulVec]
  have hKi : ((junction S T)⁻¹)ᵀ = (junction S T)⁻¹ := by
    rw [Matrix.transpose_nonsing_inv, junction, Matrix.transpose_add, hC.eq, hD.eq]
  -- rules that bring the terms in `x` and `z` to a common form
  have h1 := dot_swap S.mixed x ((junction S T)⁻¹ *ᵥ (S.mixedᵀ *ᵥ x))
  have h2 := dot_swap S.mixed x ((junction S T)⁻¹ *ᵥ (T.mixed *ᵥ z))
  have h3 := dot_swap T.mixedᵀ z ((junction S T)⁻¹ *ᵥ (T.mixed *ᵥ z))
  rw [Matrix.transpose_transpose] at h3
  have h4 : ((junction S T)⁻¹ *ᵥ (S.mixedᵀ *ᵥ x)) ⬝ᵥ (T.mixed *ᵥ z)
      = ((junction S T)⁻¹ *ᵥ (T.mixed *ᵥ z)) ⬝ᵥ (S.mixedᵀ *ᵥ x) := by
    rw [dotProduct_comm, dot_swap, hKi, dotProduct_comm]
  rw [pathAction_eq, hKy, dotProduct_neg, hy]
  simp only [source, QuadAction.eval, QuadAction.comp, Matrix.mulVec_add, neg_dotProduct,
    add_dotProduct, dotProduct_add, Matrix.sub_mulVec, Matrix.neg_mulVec, dotProduct_sub,
    dotProduct_neg, ← Matrix.mulVec_mulVec]
  linear_combination h1 / 2 + h2 + h3 / 2 - h4 / 2
```

For the determinant, det K · det K⁻¹ = 1 gives

det K · det(−BK⁻¹E) = (−1)ᴺ det B det E.

Pulling the minus sign out of the determinant as a single −1 is wrong for even N, and a check in one dimension does not reveal it.

The theorem collects uniqueness, value, mixed derivative and determinant. It assumes symmetric C and D and det K ≠ 0; A and F are arbitrary. The condition det K ≠ 0 excludes a non-zero v with Kv = 0, a displacement of y that leaves the gradient of W unchanged, as happens when the joined path ends at a caustic. The stationary-phase integral over y and its phase are not treated.

```lean
/-- Algebraic part of the Van Vleck composition law, for symmetric `S.right` and `T.left` and an
invertible junction matrix: the stationary point is unique, its value is the composed action, and
the mixed second derivative of that action has the stated matrix and determinant. -/
theorem van_vleck_composition {S T : QuadAction n} (hC : S.right.IsSymm)
    (hD : T.left.IsSymm) (hK : (junction S T).det ≠ 0) :
    (∀ x z, ∃! y, IsStationary S T x z y) ∧
    (∀ x y z, IsStationary S T x z y → pathAction S T x y z = (S.comp T).eval x z) ∧
    (∀ x z u w : n → ℝ, HasDerivAt
      (fun s : ℝ => deriv (fun t : ℝ => (S.comp T).eval (x + s • u) (z + t • w)) 0)
      (u ⬝ᵥ (-(S.mixed * (junction S T)⁻¹ * T.mixed)) *ᵥ w) 0) ∧
    (junction S T).det * (-(S.mixed * (junction S T)⁻¹ * T.mixed)).det
      = (-1) ^ Fintype.card n * S.mixed.det * T.mixed.det := by
  refine ⟨fun x z => (existsUnique_stationary_iff hC hD x z).2 hK,
    fun x y z h => stationary_value hC hD hK h,
    fun x z u w => mixed_deriv (S.comp T) x z u w, ?_⟩
  have hi : (junction S T).det * ((junction S T)⁻¹).det = 1 := by
    rw [← Matrix.det_mul, Matrix.mul_nonsing_inv _ (isUnit_iff_ne_zero.2 hK), Matrix.det_one]
  rw [Matrix.det_neg, Matrix.det_mul, Matrix.det_mul]
  linear_combination (-1) ^ Fintype.card n * S.mixed.det * T.mixed.det * hi
```

## Free particles

For a free particle of mass m, the action m|x − y|²/(2t) has diagonal blocks (m/t)I and mixed block −(m/t)I, where t is now the travel time.

```lean
/-- The action `m |x - y|² / (2 t)` of a free particle of mass `m` in time `t ≠ 0`. -/
def freeAction (n : Type*) [DecidableEq n] (m t : ℝ) : QuadAction n where
  left := (m / t) • 1
  mixed := (-(m / t)) • 1
  right := (m / t) • 1
```

For positive m, s and t, joining times s and t gives K = m(s + t)/(st) · I, which is invertible. The new mixed block is

−(m/s)(m/t) · st/(m(s + t)) · I = −m/(s + t) · I,

and both diagonal blocks become m/(s + t) · I. This is the free action for time s + t. The proof supplies K⁻¹ explicitly and compares the three blocks.

```lean
/-- For free particles the junction matrix is invertible and composition adds the times. -/
theorem freeAction_comp {m s t : ℝ} (hm : 0 < m) (hs : 0 < s) (ht : 0 < t) :
    (junction (freeAction n m s) (freeAction n m t)).det ≠ 0 ∧
    (freeAction n m s).comp (freeAction n m t) = freeAction n m (s + t) := by
  have hst : s + t ≠ 0 := by positivity
  have hmul : junction (freeAction n m s) (freeAction n m t)
      * ((s * t / (m * (s + t))) • (1 : Matrix n n ℝ)) = 1 := by
    have hc : s * t / (m * (s + t)) * (m / s + m / t) = 1 := by
      field_simp
      ring
    simp only [junction, freeAction]
    rw [← add_smul, Matrix.mul_smul, Matrix.mul_one, smul_smul, hc, one_smul]
  refine ⟨fun h => ?_, ?_⟩
  · have hd := congrArg Matrix.det hmul
    rw [Matrix.det_mul, h, zero_mul, Matrix.det_one] at hd
    exact zero_ne_one hd
  · rw [QuadAction.comp, Matrix.inv_eq_right_inv hmul]
    simp only [freeAction, QuadAction.mk.injEq, Matrix.transpose_smul, Matrix.transpose_one,
      Matrix.mul_smul, Matrix.mul_one, smul_smul, ← sub_smul, ← neg_smul]
    refine ⟨?_, ?_, ?_⟩
    all_goals
      congr 1
      field_simp <;> ring

end

end VanVleckComposition
```

```lean
#print axioms VanVleckComposition.van_vleck_composition
#print axioms VanVleckComposition.freeAction_comp
```

```
'VanVleckComposition.van_vleck_composition' depends on axioms: [propext, Classical.choice, Quot.sound]
'VanVleckComposition.freeAction_comp' depends on axioms: [propext, Classical.choice, Quot.sound]
```
